# For a free ring polymer in one dimension, the variance of the primitive kinetic estimator grows linearly with the number of beads

In a path-integral simulation, a quantum particle moving in one dimension at inverse temperature β is represented by a ring of P classical beads joined by harmonic springs. The primitive estimator obtains the kinetic energy by subtracting the spring energy from P/(2β). Both terms grow with P, while their difference must average to a physical energy that does not. How large are the fluctuations left by this near cancellation?

For a free particle of mass m in one dimension the answer is explicit. With bead positions x_0, …, x_(P−1) and x_P = x_0, the spring energy is

U = (mP/(2β²ħ²)) Σ_j (x_j − x_(j+1))²,

and configurations carry the weight exp(−βU). An orthogonal change to normal modes removes the centre of mass, which has zero stiffness, and leaves P − 1 internal amplitudes Q_k:

U = Σ_k κ_k Q_k²/2, with κ_k = (4mP/(β²ħ²)) sin²(π(k+1)/P), k = 0, …, P − 2.

The Lean development starts from these amplitudes and allows any positive stiffnesses κ_k; the passage from bead positions to normal modes and the derivation of the estimator from the partition function are given informally only.

```lean
import Mathlib

open MeasureTheory ProbabilityTheory

namespace PrimitiveKineticEstimator

noncomputable section
```

## Thermal modes and the estimator

In normal modes the weight factorises into exp(−βκ_k Q_k²/2), one factor for each k. The amplitudes are therefore independent Gaussians with mean zero and

Var Q_k = 1/(βκ_k).

```lean
/-- Thermal variance `1 / (β κ)` of a mode of stiffness `κ`, for positive `β` and `κ`. -/
def modeVariance (β κ : ℝ) : NNReal := Real.toNNReal (1 / (β * κ))
```

The return type `NNReal` is the type of nonnegative reals, which Mathlib's Gaussian measure requires for its variance.

Confine the centre of mass to a fixed length, so that the integral over bead positions is finite. The partition function of the ring is then proportional to β^(−P/2) ∫ exp(−βU) dx, and βU is proportional to 1/β. Applying −∂/∂β to its logarithm gives the average of

K = P/(2β) − Σ_k κ_k Q_k²/2.

```lean
/-- The primitive kinetic estimator of a free ring of `P` beads: `P / (2 β)` minus the
spring energy of internal modes `q` with stiffnesses `κ`, for nonzero `β` and `P`. -/
def kineticEstimator (β : ℝ) (P : ℕ) (κ q : Fin (P - 1) → ℝ) : ℝ :=
  P / (2 * β) - ∑ k, κ k * q k ^ 2 / 2
```

The argument `q : Fin (P - 1) → ℝ` is one configuration of the internal modes, numbered from 0 to P − 2 as above. The estimator is a function of that configuration; randomness enters when `q` is replaced by random amplitudes.

## Second and fourth moments of a standard normal

For a standard normal X, the moment generating function is M(t) = exp(t²/2). Differentiating four times gives

M′ = t M
M″ = (1 + t²) M
M‴ = (3t + t³) M
M⁗ = (3 + 6t² + t⁴) M.

At t = 0 the second and fourth derivatives are the moments E X² = 1 and E X⁴ = 3.

```lean
/-- A standard normal variable has second moment 1 and fourth moment 3. -/
theorem gaussian_moments :
    ∫ x, x ^ 2 ∂(gaussianReal 0 1) = 1 ∧ ∫ x, x ^ 4 ∂(gaussianReal 0 1) = 3 := by
  have hm : mgf id (gaussianReal 0 1) = fun t => Real.exp (t ^ 2 / 2) := by
    rw [mgf_id_gaussianReal]
    funext t
    simp
  have h0 : (0 : ℝ) ∈ interior (integrableExpSet id (gaussianReal 0 1)) := by
    rw [integrableExpSet_id_gaussianReal]
    simp
  -- differentiating a polynomial times the generating function
  have hd : ∀ p p' : ℝ → ℝ, (∀ t, HasDerivAt p (p' t) t) →
      deriv (fun t => p t * Real.exp (t ^ 2 / 2)) =
        fun t => (p' t + t * p t) * Real.exp (t ^ 2 / 2) := by
    intro p p' hp
    funext t
    have he : HasDerivAt (fun t : ℝ => Real.exp (t ^ 2 / 2)) (Real.exp (t ^ 2 / 2) * t) t :=
      ((hasDerivAt_pow 2 t).div_const 2).exp.congr_deriv (by simp)
    rw [((hp t).fun_mul he).deriv]
    ring
  have d1 : deriv (fun t : ℝ => Real.exp (t ^ 2 / 2)) =
      fun t => t * Real.exp (t ^ 2 / 2) := by
    simpa using hd (fun _ => 1) (fun _ => 0) (fun t => hasDerivAt_const t 1)
  have d2 := hd (fun t => t) (fun _ => 1) (fun t => hasDerivAt_id' t)
  have q2 : ∀ t : ℝ, HasDerivAt (fun t : ℝ => 1 + t * t) (t + t) t := fun t =>
    (((hasDerivAt_id' t).fun_mul (hasDerivAt_id' t)).const_add 1).congr_deriv (by ring)
  have d3 := hd (fun t => 1 + t * t) (fun t => t + t) q2
  have d4 := hd (fun t => t + t + t * (1 + t * t)) (fun t => 3 + 3 * t ^ 2) (fun t =>
    (((hasDerivAt_id' t).fun_add (hasDerivAt_id' t)).fun_add
      ((hasDerivAt_id' t).fun_mul (q2 t))).congr_deriv (by ring))
  -- moments are derivatives of the generating function at zero
  have h2 := iteratedDeriv_mgf_zero h0 2
  have h4 := iteratedDeriv_mgf_zero h0 4
  rw [hm, iteratedDeriv_eq_iterate] at h2 h4
  change deriv (deriv (fun t : ℝ => Real.exp (t ^ 2 / 2))) 0 = _ at h2
  change deriv (deriv (deriv (deriv (fun t : ℝ => Real.exp (t ^ 2 / 2))))) 0 = _ at h4
  rw [d1, d2] at h2
  rw [d1, d2, d3, d4] at h4
  exact ⟨by simpa using h2.symm, by simpa using h4.symm⟩
```

Here `gaussianReal 0 1` is the normal law with mean 0 and variance 1. The auxiliary fact `hd` is the rule (pM)′ = (p′ + tp)M, and `d1` to `d4` apply it once for each derivative. Reading moments from derivatives at zero requires M to be finite in a neighbourhood of zero, which `h0` supplies.

## Rescaling a thermal amplitude

Set X_k = √(βκ_k) Q_k. This is again a centred Gaussian, and

Var X_k = βκ_k · 1/(βκ_k) = 1.

```lean
variable {Ω : Type*} [MeasurableSpace Ω] {μ : Measure Ω}

/-- A thermal mode amplitude, multiplied by `√(β κ)` with `β κ > 0`, is standard normal. -/
theorem scaled_mode_law {Q : Ω → ℝ} {β κ : ℝ} (hc : 0 < β * κ)
    (hQ : HasLaw Q (gaussianReal 0 (modeVariance β κ)) μ) :
    HasLaw (fun ω => √(β * κ) * Q ω) (gaussianReal 0 1) μ := by
  refine ⟨hQ.aemeasurable.const_mul _, ?_⟩
  have h : μ.map (fun ω => √(β * κ) * Q ω) = (μ.map Q).map (fun x => √(β * κ) * x) :=
    (AEMeasurable.map_map_of_aemeasurable (by fun_prop) hQ.aemeasurable).symm
  rw [h, hQ.map_eq, gaussianReal_map_const_mul]
  congr 1
  · simp
  · apply NNReal.eq
    rw [NNReal.coe_mul, modeVariance, Real.coe_toNNReal _ (one_div_pos.2 hc).le]
    change √(β * κ) ^ 2 * (1 / (β * κ)) = 1
    rw [Real.sq_sqrt hc.le, mul_one_div_cancel hc.ne']
```

The space `Ω` with measure `μ` is the ensemble, and `HasLaw Q ν μ` says that the random variable `Q` has distribution `ν` in it. The proof writes the distribution of the scaled variable as the image of a Gaussian under multiplication by a constant, then checks its mean and variance.

## The energy fluctuation of one mode

In these variables, the spring energy of each mode is proportional to X². Its mean and variance follow from the two moments:

E X² = 1
Var(X²) = E X⁴ − (E X²)² = 3 − 1 = 2.

```lean
variable [IsProbabilityMeasure μ]

/-- The square of a standard normal variable is square integrable, with mean 1 and
variance 2. -/
theorem square_mode {X : Ω → ℝ} (hX : HasLaw X (gaussianReal 0 1) μ) :
    MemLp (fun ω => X ω ^ 2) 2 μ ∧ ∫ ω, X ω ^ 2 ∂μ = 1 ∧
      variance (fun ω => X ω ^ 2) μ = 2 := by
  have hpow : ∀ n : ℕ, ∫ ω, X ω ^ n ∂μ = ∫ x, x ^ n ∂(gaussianReal 0 1) := by
    intro n
    rw [← hX.map_eq]
    exact (integral_map hX.aemeasurable
      (by fun_prop : AEStronglyMeasurable (fun x : ℝ => x ^ n) (μ.map X))).symm
  have h2 := (hpow 2).trans gaussian_moments.1
  have h4 := (hpow 4).trans gaussian_moments.2
  have hi : Integrable (fun ω => X ω ^ 4) μ := by
    by_contra h
    rw [integral_undef h] at h4
    norm_num at h4
  have e : (fun ω => X ω ^ 2) ^ 2 = fun ω => X ω ^ 4 := by
    funext ω
    change (X ω ^ 2) ^ 2 = X ω ^ 4
    ring
  have hmem : MemLp (fun ω => X ω ^ 2) 2 μ :=
    (memLp_two_iff_integrable_sq (hX.aemeasurable.pow_const 2).aestronglyMeasurable).2
      (hi.congr (ae_of_all _ fun ω => (congrFun e ω).symm))
  refine ⟨hmem, h2, ?_⟩
  rw [variance_eq_sub hmem, e, h2, h4]
  norm_num
```

`MemLp … 2 μ` states that X² is square integrable, so its variance is meaningful. The step `hpow` transfers moments from the Gaussian measure to the ensemble. Integrability of X⁴ is then proved by contradiction: Lean assigns the value 0 to the integral of a non-integrable function, whereas this integral has been shown to equal 3.

## Adding independent modes

Let S be the sum of X_k² over n independent standard normal variables. Means add, and independence removes the covariances:

E S = n
Var S = 2n.

```lean
/-- The sum of squares of `n` independent standard normal variables is square integrable,
with mean `n` and variance `2 n`. -/
theorem sum_square_modes {n : ℕ} {X : Fin n → Ω → ℝ}
    (hX : ∀ k, HasLaw (X k) (gaussianReal 0 1) μ) (hind : iIndepFun X μ) :
    MemLp (fun ω => ∑ k, X k ω ^ 2) 2 μ ∧ ∫ ω, ∑ k, X k ω ^ 2 ∂μ = n ∧
      variance (fun ω => ∑ k, X k ω ^ 2) μ = 2 * n := by
  have hs := fun k => square_mode (hX k)
  have hsq : Measurable (fun x : ℝ => x ^ 2) := by fun_prop
  refine ⟨memLp_finsetSum _ fun k _ => (hs k).1, ?_, ?_⟩
  · rw [integral_finsetSum _ fun k _ => (hs k).1.integrable one_le_two,
      Finset.sum_congr rfl fun k _ => (hs k).2.1]
    simp
  · -- variances of independent terms add
    have h := IndepFun.variance_sum (μ := μ) (X := fun k ω => X k ω ^ 2)
      (s := Finset.univ) (fun k _ => (hs k).1)
      (fun i _ j _ hij => (hind.indepFun hij).comp hsq hsq)
    have e : (fun ω => ∑ k, X k ω ^ 2) = ∑ k, fun ω => X k ω ^ 2 := by
      funext ω
      simp [Finset.sum_apply]
    rw [e, h, Finset.sum_congr rfl fun k _ => (hs k).2.2]
    simp [mul_comm]
```

The hypothesis `iIndepFun X μ` is joint independence of the whole family. The variance step `IndepFun.variance_sum` needs only independence of each pair of squares, which is inherited from the variables themselves. For n = 0 the sum is empty and both values are zero.

## Subtracting the spring energy

Take n = P − 1 and an energy unit c, and write K = Pc − cS. Then

E K = Pc − c(P − 1) = c.

The deviation from the mean is

K − c = −c (S − (P − 1)),

so that

Var K = c² Var S = 2(P − 1)c².

The mean comes from P units reduced by P − 1 units, but the subtraction leaves the fluctuations of S intact.

```lean
/-- For `P ≥ 1` and `P - 1` independent standard normal modes, the estimator
`P c - c ∑ X ^ 2` in any energy unit `c` has mean `c` and variance `2 (P - 1) c ^ 2`. -/
theorem scaled_estimator (c : ℝ) {P : ℕ} (hP : 1 ≤ P) {X : Fin (P - 1) → Ω → ℝ}
    (hX : ∀ k, HasLaw (X k) (gaussianReal 0 1) μ) (hind : iIndepFun X μ) :
    ∫ ω, (P * c - c * ∑ k, X k ω ^ 2) ∂μ = c ∧
      variance (fun ω => P * c - c * ∑ k, X k ω ^ 2) μ = 2 * ((P : ℝ) - 1) * c ^ 2 := by
  obtain ⟨hS, hmean, hvar⟩ := sum_square_modes hX hind
  rw [Nat.cast_sub hP, Nat.cast_one] at hmean hvar
  have hM : ∫ ω, (P * c - c * ∑ k, X k ω ^ 2) ∂μ = c := by
    rw [integral_sub (integrable_const _) ((hS.integrable one_le_two).const_mul c),
      integral_const, integral_const_mul, hmean]
    simp only [probReal_univ, one_smul]
    ring
  refine ⟨hM, ?_⟩
  have hv := variance_eq_integral hS.1.aemeasurable
  rw [hvar, hmean] at hv
  rw [variance_eq_integral ((hS.1.aemeasurable.const_mul c).const_sub _), hM]
  -- the fluctuation is `-c` times that of the sum of squares
  calc _ = ∫ ω, c ^ 2 * (∑ k, X k ω ^ 2 - ((P : ℝ) - 1)) ^ 2 ∂μ :=
        integral_congr_ae (ae_of_all _ fun ω => by beta_reduce; ring)
    _ = _ := by rw [integral_const_mul, ← hv]; ring
```

The condition `1 ≤ P` makes the natural-number subtraction in `Fin (P - 1)` agree with the real number P − 1 in the result. The first half of the proof uses linearity of the integral. The closing `calc` block is the displayed identity for K − c, squared and integrated.

## Mean and variance at inverse temperature β

Since X_k² = βκ_k Q_k², the spring energy of mode k can be written as

κ_k Q_k²/2 = X_k²/(2β).

The stiffness has disappeared, and K has the form just treated with c = 1/(2β). Hence

E K = 1/(2β)
Var K = 2(P − 1)/(4β²) = (P − 1)/(2β²).

```lean
/-- For a free ring of `P ≥ 1` beads at `β > 0`, with independent thermal internal modes of
positive stiffness, the primitive kinetic estimator has mean `1 / (2 β)` and variance
`(P - 1) / (2 β ^ 2)`. -/
theorem kineticEstimator_mean_variance {β : ℝ} (hβ : 0 < β) {P : ℕ} (hP : 1 ≤ P)
    {κ : Fin (P - 1) → ℝ} (hκ : ∀ k, 0 < κ k) {Q : Fin (P - 1) → Ω → ℝ}
    (hQ : ∀ k, HasLaw (Q k) (gaussianReal 0 (modeVariance β (κ k))) μ)
    (hind : iIndepFun Q μ) :
    ∫ ω, kineticEstimator β P κ (fun k => Q k ω) ∂μ = 1 / (2 * β) ∧
      variance (fun ω => kineticEstimator β P κ (fun k => Q k ω)) μ =
        ((P : ℝ) - 1) / (2 * β ^ 2) := by
  have hc : ∀ k, 0 < β * κ k := fun k => mul_pos hβ (hκ k)
  have h := scaled_estimator (1 / (2 * β)) hP (X := fun k ω => √(β * κ k) * Q k ω)
    (fun k => scaled_mode_law (hc k) (hQ k))
    (hind.comp (fun k x => √(β * κ k) * x) (fun k => by fun_prop))
  -- the spring energy in terms of the scaled modes
  have e : (fun ω => kineticEstimator β P κ (fun k => Q k ω)) = fun ω =>
      P * (1 / (2 * β)) - 1 / (2 * β) * ∑ k, (√(β * κ k) * Q k ω) ^ 2 := by
    funext ω
    have hs : ∑ k, κ k * Q k ω ^ 2 / 2 =
        1 / (2 * β) * ∑ k, (√(β * κ k) * Q k ω) ^ 2 := by
      rw [Finset.mul_sum]
      refine Finset.sum_congr rfl fun k _ => ?_
      rw [mul_pow, Real.sq_sqrt (hc k).le]
      field_simp
    rw [kineticEstimator, hs]
    ring
  rw [e]
  exact ⟨h.1, h.2.trans (by ring)⟩
```

In words: let β be positive, let P be at least 1, and let the P − 1 stiffnesses be positive. If the amplitudes `Q k` are independent and each has its thermal Gaussian law, the estimator has the stated mean and variance. The hypotheses `hQ` and `hind` together express the Boltzmann distribution of the springs. In the proof, `hind.comp` carries independence over to the scaled modes, and `e` rewrites the estimator in terms of them.

The mean is the kinetic energy of a free particle in one dimension, for every number of beads. In the smallest case, P = 1, there are no internal modes: the estimator is the constant 1/(2β) and its variance is zero.

For a numerical instance, take P = 5 and β = 2 in some unit of inverse energy. The constant term is 5/4. Each of the four modes has mean spring energy 1/4 and variance 2 · (1/4)² = 1/8. Therefore

E K = 5/4 − 4 · 1/4 = 1/4
Var K = 4 · 1/8 = 1/2.

The standard deviation is about 0.71, nearly three times the mean.

## Noise relative to the signal

Dividing the variance by the squared mean removes the temperature:

Var K/(E K)² = ((P − 1)/(2β²)) · 4β² = 2(P − 1).

In the instance above this ratio is (1/2)/(1/16) = 8.

```lean
/-- Under the same conditions the variance of the estimator is `2 (P - 1)` times the square
of its mean. -/
theorem kineticEstimator_relative_variance {β : ℝ} (hβ : 0 < β) {P : ℕ} (hP : 1 ≤ P)
    {κ : Fin (P - 1) → ℝ} (hκ : ∀ k, 0 < κ k) {Q : Fin (P - 1) → Ω → ℝ}
    (hQ : ∀ k, HasLaw (Q k) (gaussianReal 0 (modeVariance β (κ k))) μ)
    (hind : iIndepFun Q μ) :
    variance (fun ω => kineticEstimator β P κ (fun k => Q k ω)) μ =
      2 * ((P : ℝ) - 1) * (∫ ω, kineticEstimator β P κ (fun k => Q k ω) ∂μ) ^ 2 := by
  obtain ⟨h1, h2⟩ := kineticEstimator_mean_variance hβ hP hκ hQ hind
  rw [h1, h2]
  ring
```

The theorem states the same relation as a product, with the squared mean on the right-hand side, and follows by substituting the two values already found.

For simulation practice, this means that a free particle in one dimension needs a number of independent samples proportional to P − 1 to reach a fixed relative statistical error with this estimator. With N such samples the relative standard error is √(2(P − 1)/N); for P = 5, an error of one per cent takes N = 80 000. Successive configurations of a simulation are usually correlated, and then N is an effective number of samples rather than the number of steps.

## An ensemble with the required modes

The assumptions on the amplitudes are met by the Boltzmann distribution itself. For positive β and κ_k, its density in the internal modes is proportional to the product

Π_k exp(−βκ_k q_k²/2).

Under this product measure, each coordinate q_k has the Gaussian law of its own factor, and the coordinates are independent.

```lean
/-- Under the product of the thermal Gaussian measures, the coordinates are independent
and have the thermal mode laws. -/
theorem thermal_modes_witness (β : ℝ) (P : ℕ) (κ : Fin (P - 1) → ℝ) :
    (∀ k, HasLaw (fun q : Fin (P - 1) → ℝ => q k) (gaussianReal 0 (modeVariance β (κ k)))
      (Measure.pi fun i => gaussianReal 0 (modeVariance β (κ i)))) ∧
    iIndepFun (fun k (q : Fin (P - 1) → ℝ) => q k)
      (Measure.pi fun i => gaussianReal 0 (modeVariance β (κ i))) :=
  ⟨fun k => ⟨(measurable_pi_apply k).aemeasurable,
    (measurePreserving_eval (fun i => gaussianReal 0 (modeVariance β (κ i))) k).map_eq⟩,
    iIndepFun_pi (X := fun _ x => x) (fun _ => by fun_prop)⟩

end

end PrimitiveKineticEstimator
```

`Measure.pi` is the product measure on mode configurations, and the random variables are the coordinate functions `q k`. The first part of the proof identifies the distribution of each coordinate, and `iIndepFun_pi` gives their independence. The theorem thus supplies a concrete ensemble to which the mean and variance formulas apply for any positive β, any P ≥ 1 and any positive stiffnesses.

```lean
#print axioms PrimitiveKineticEstimator.kineticEstimator_mean_variance
-- 'PrimitiveKineticEstimator.kineticEstimator_mean_variance' depends on axioms: [propext, Classical.choice, Quot.sound]
#print axioms PrimitiveKineticEstimator.kineticEstimator_relative_variance
-- 'PrimitiveKineticEstimator.kineticEstimator_relative_variance' depends on axioms: [propext, Classical.choice, Quot.sound]
```
